# Concentric s-type Gaussians with different exponents are linearly independent

The theorem says that the unnormalised s-type Gaussians exp(−αr²) about one centre, taken as functions of the radius r ≥ 0, are linearly independent over the real numbers. That is, if a finite linear combination of Gaussians with different exponents vanishes at every radius, all its coefficients are zero. The exponent α may be any real number, so the functions with α ≤ 0, which do not decay, are included. The proof samples each Gaussian at the radii √k for k = 0, 1, 2, …, where its values are the powers exp(−α)ᵏ. For different α these are different monoid homomorphisms from the natural numbers under addition to the reals under multiplication, which Mathlib knows to be linearly independent, and the independence of the samples gives that of the Gaussians.

The failing Lean file:

```lean
import Mathlib

open Finset

namespace GaussianLinearIndependent

noncomputable section

/-- The s-type Gaussian `exp (-α r²)` as a function of the radius `r ≥ 0`. -/
def gaussian (α : ℝ) : Set.Ici (0 : ℝ) → ℝ :=
  fun r => Real.exp (-α * (r : ℝ) ^ 2)

/-- Concentric Gaussians with different exponents are linearly independent on `r ≥ 0`. -/
theorem gaussian_linearIndependent : LinearIndependent ℝ gaussian := by
  -- at the radii `√k` a Gaussian is the character `k ↦ exp (-α) ^ k`
  let χ : ℝ → (Multiplicative ℕ →* ℝ) := fun α => powersHom ℝ (Real.exp (-α))
  have hχ : Function.Injective χ := fun α β h =>
    neg_injective (Real.exp_injective ((powersHom ℝ).injective h))
  -- different characters are linearly independent
  have hli := (linearIndependent_monoidHom (Multiplicative ℕ) ℝ).comp χ hχ
  refine LinearIndependent.of_comp (LinearMap.funLeft ℝ ℝ
    (fun k : Multiplicative ℕ =>
      (⟨√((Multiplicative.toAdd k : ℕ) : ℝ), Real.sqrt_nonneg _⟩ : Set.Ici (0 : ℝ)))) ?_
  convert hli using 1
  funext α k
  change Real.exp (-α * √((Multiplicative.toAdd k : ℕ) : ℝ) ^ 2)
    = Real.exp (-α) ^ (Multiplicative.toAdd k)
  rw [Real.sq_sqrt (Nat.cast_nonneg _), ← Real.exp_nat_mul, mul_comm]

end

end GaussianLinearIndependent
```

The error:

```
Main.lean:14:69: error: unsolved goals
case e'_5
χ : ℝ → Multiplicative ℕ →* ℝ := fun α => (powersHom ℝ) (Real.exp (-α))
hχ : Function.Injective χ
hli : LinearIndependent ℝ ((fun f => ⇑f) ∘ χ)
⊢ Real.semiring = CommRing.toCommSemiring.toSemiring
```

Cause. The message shows a goal left over at the end of the proof: the semiring structure `Real.semiring` must equal the one obtained from the commutative ring structure on ℝ. It comes from `convert hli using 1`, which matches the two `LinearIndependent` statements argument by argument, and the semiring is one of the arguments. The lines after `convert` prove that the families of functions agree, and nothing deals with the semiring goal.

The two structures are equal by definition, though written differently. The repair therefore drops `convert` and restates `hli` as `hli'`, with the type written out. Lean accepts this by unfolding definitions, so no separate equation between semirings arises. The equality of the families is now proved on its own as `he`, by the same calculation with its sides exchanged, and rewritten into `hli'`. The last line then applies `LinearIndependent.of_comp` to the result. Naming the sampling map `ρ` is mere tidying.

After these edits no error is left:

```diff
@@ -19,12 +19,14 @@
   -- different characters are linearly independent
   have hli := (linearIndependent_monoidHom (Multiplicative ℕ) ℝ).comp χ hχ
-  refine LinearIndependent.of_comp (LinearMap.funLeft ℝ ℝ
-    (fun k : Multiplicative ℕ =>
-      (⟨√((Multiplicative.toAdd k : ℕ) : ℝ), Real.sqrt_nonneg _⟩ : Set.Ici (0 : ℝ)))) ?_
-  convert hli using 1
-  funext α k
-  change Real.exp (-α * √((Multiplicative.toAdd k : ℕ) : ℝ) ^ 2)
-    = Real.exp (-α) ^ (Multiplicative.toAdd k)
-  rw [Real.sq_sqrt (Nat.cast_nonneg _), ← Real.exp_nat_mul, mul_comm]
+  have hli' : LinearIndependent ℝ (fun α => (⇑(χ α) : Multiplicative ℕ → ℝ)) := hli
+  let ρ : Multiplicative ℕ → Set.Ici (0 : ℝ) := fun k =>
+    ⟨√((Multiplicative.toAdd k : ℕ) : ℝ), Real.sqrt_nonneg _⟩
+  have he : (fun α => (⇑(χ α) : Multiplicative ℕ → ℝ)) = fun α k => gaussian α (ρ k) := by
+    funext α k
+    change Real.exp (-α) ^ (Multiplicative.toAdd k)
+      = Real.exp (-α * √((Multiplicative.toAdd k : ℕ) : ℝ) ^ 2)
+    rw [Real.sq_sqrt (Nat.cast_nonneg _), ← Real.exp_nat_mul, mul_comm]
+  rw [he] at hli'
+  exact LinearIndependent.of_comp (LinearMap.funLeft ℝ ℝ ρ) hli'
 
 end
```
